# The spectral function of a single broadened level is a positive Lorentzian

A single level at real energy `e` has the retarded Green's function G = 1/(w − e + iη), where w is the real energy at which it is probed and η > 0 is a fixed broadening. The theorem says that its spectral function, −Im G/π, equals η/(π((w − e)² + η²)), a Lorentzian centred at `e` with half-width η at half its maximum, and that this is positive for every w. The attempt first works out the squared modulus and the imaginary part of the denominator w − e + iη. It then puts these into the formula for the imaginary part of a reciprocal and clears the signs by rewriting, after which positivity is to be read off from the Lorentzian.

Lean 4 with Mathlib refuses this proof:

```lean
import Mathlib

open Filter Topology
open scoped Real

namespace SpectralLorentzian

noncomputable section

/-- Spectral function `-Im G / π` of one level `e`, with the retarded Green's function
`G = 1 / (w - e + iη)`, for broadening `η > 0`. -/
def spectral (η e w : ℝ) : ℝ :=
  -(1 / ((w : ℂ) - e + η * Complex.I)).im / π

/-- For `η > 0` the spectral function of a level is a Lorentzian of half-width `η`, and it is
positive at every energy. -/
theorem spectral_lorentzian {η : ℝ} (hη : 0 < η) (e w : ℝ) :
    spectral η e w = η / (π * ((w - e) ^ 2 + η ^ 2)) ∧ 0 < spectral η e w := by
  have hD : 0 < (w - e) ^ 2 + η ^ 2 := by positivity
  have hn : Complex.normSq ((w : ℂ) - e + η * Complex.I) = (w - e) ^ 2 + η ^ 2 := by
    simp [Complex.normSq_apply]
    ring
  have hi : ((w : ℂ) - e + η * Complex.I).im = η := by simp
  have hs : spectral η e w = η / (π * ((w - e) ^ 2 + η ^ 2)) := by
    unfold spectral
    rw [one_div, Complex.inv_im, hn, hi, neg_div, neg_neg, div_div, mul_comm π]
  refine ⟨hs, ?_⟩
  rw [hs]
  positivity

end

end SpectralLorentzian
```

The compiler's answer:

```
Main.lean:26:50: error: Tactic `rewrite` failed: Did not find an occurrence of the pattern
  - -?a
in the target expression
  -(-η / ((w - e) ^ 2 + η ^ 2) / π) = η / (π * ((w - e) ^ 2 + η ^ 2))

η : ℝ
hη : 0 < η
e w : ℝ
hD : 0 < (w - e) ^ 2 + η ^ 2
hn : Complex.normSq (↑w - ↑e + ↑η * Complex.I) = (w - e) ^ 2 + η ^ 2
hi : (↑w - ↑e + ↑η * Complex.I).im = η
⊢ -(-η / ((w - e) ^ 2 + η ^ 2) / π) = η / (π * ((w - e) ^ 2 + η ^ 2))
```

Diagnosis. The error says that `neg_neg` found no double negation to remove. Write D for (w − e)² + η². Before the signs are dealt with, the left side is `-(-η / D) / π`, with one minus sign in front of the inner fraction and another on η. The lemma `neg_div` turns `-b / a` into `-(b / a)`. Its single use acted on the outer division by π and gave `-(-η / D / π)`, as the message shows. The second minus sign was still on η, inside two divisions, so the two signs were not adjacent and `neg_neg` did not apply.

The repair uses `neg_div` three times. The second use takes the sign out of `-η / D`, and the third takes it past the division by π, which leaves `-(-(η / D / π))`. Now `neg_neg` applies, and `div_div` and `mul_comm π` bring the two sides to the same form. The line break in the new `rw` is only layout.

The mended proof, as a diff:

```diff
@@ -24,5 +24,6 @@
   have hs : spectral η e w = η / (π * ((w - e) ^ 2 + η ^ 2)) := by
     unfold spectral
-    rw [one_div, Complex.inv_im, hn, hi, neg_div, neg_neg, div_div, mul_comm π]
+    rw [one_div, Complex.inv_im, hn, hi, neg_div, neg_div, neg_div, neg_neg, div_div,
+      mul_comm π]
   refine ⟨hs, ?_⟩
   rw [hs]
```
